# Bounds on the superexchange gap of the half-filled Hubbard dimer with repulsive $U$

Take two sites with one orbital each and two electrons, let $t$ be the hopping amplitude between the sites and $U$ the repulsion of two electrons on the same site, and estimate the singlet–triplet gap by the second-order formula $4t^2/U$. At $U = 4t$ with $t > 0$ the estimate is $t$, while the gap of the model is about $0.83\,t$. The formula by itself gives no warning of this: it shows neither the sign of its error nor its size. The sign, and a bound on the size, follow from the inequality

$$\frac{4t^2}{U} - \frac{16t^4}{U^3} \;\le\; E_T - E_S \;\le\; \frac{4t^2}{U}, \qquad U > 0,\ t \in \mathbb{R},$$

where $E_T$ is the triplet energy and $E_S$ the lowest singlet energy. The second-order value never underestimates the gap, and it overestimates it by at most $16t^4/U^3$.

## From four states to a quadratic equation

With $S_z = 0$ there are four states: the covalent ones $|{\uparrow},{\downarrow}\rangle$ and $|{\downarrow},{\uparrow}\rangle$ at energy zero, and the ionic ones $|{\uparrow\downarrow},0\rangle$ and $|0,{\uparrow\downarrow}\rangle$ at energy $U$. Hopping connects each covalent state to both ionic states, with amplitude $-t$ from the first covalent state and $+t$ from the second. The relative sign comes from the exchange of two fermions.

In the triplet $(|{\uparrow},{\downarrow}\rangle + |{\downarrow},{\uparrow}\rangle)/\sqrt2$ the two hopping contributions cancel, so $E_T = 0$. In the covalent singlet $(|{\uparrow},{\downarrow}\rangle - |{\downarrow},{\uparrow}\rangle)/\sqrt2$ they add, and lead to the even ionic state $(|{\uparrow\downarrow},0\rangle + |0,{\uparrow\downarrow}\rangle)/\sqrt2$ with matrix element $-2t$. In these two normalised states the Hamiltonian is

$$\begin{pmatrix} 0 & -2t \\ -2t & U \end{pmatrix}.$$

The remaining state, the odd ionic combination, is also a singlet. It does not couple to the others and stays at energy $U > 0$, so the lowest singlet is found in the block.

An eigenvalue $e$ of the block makes the determinant $-e(U-e) - 4t^2$ vanish, so $e^2 - Ue = 4t^2$. The lower root is

$$E = \frac{U - \sqrt{U^2 + 16t^2}}{2},$$

and $E \le 0$ because the square root is at least $U$. An eigenvector is $(U-E,\ 2t)$. The first row of the block gives $-4t^2 = E(U-E)$, which is the quadratic equation again, and the second gives $-2t(U-E) + 2tU = 2tE$. The vector is nonzero because $U - E \ge U > 0$.

## Eliminating the hopping

Expanding the square root would give a series whose remainder still had to be estimated. It is simpler to use the quadratic equation to write $t$ in terms of $E$. From $4t^2 = E^2 - UE$,

$$E + \frac{4t^2}{U} = \frac{E^2}{U} \ge 0,$$

which is the lower bound on $E$. For the upper bound, insert $16t^4 = E^2(E-U)^2$:

$$-\frac{4t^2}{U} + \frac{16t^4}{U^3} - E = -\frac{E^2}{U} + \frac{E^2(E-U)^2}{U^3} = \frac{E^2\left[(E-U)^2 - U^2\right]}{U^3} = \frac{(-E)^3(2U-E)}{U^3} \ge 0.$$

Every factor in the last expression is nonnegative, since $E \le 0 < U$. As $E_T - E_S = -E$, these are the two bounds on the gap.

The same substitution, with $64t^6 = E^3(E-U)^3$, gives one more order:

$$E - \left(-\frac{4t^2}{U} + \frac{16t^4}{U^3} - \frac{128t^6}{U^5}\right) = \frac{E^4\,(2E^2 - 6EU + 5U^2)}{U^5} \ge 0.$$

The energy therefore differs from $-4t^2/U + 16t^4/U^3$ by no more than $128t^6/U^5$, and 16 is the correct coefficient of the quartic term.

For $U < 2|t|$ the lower bound on the gap is negative and says less than $E_S \le 0$ does. At $t = 0$ both bounds are zero and the singlet and triplet are degenerate.

## An attractive dimer violates the bound

Let $U = -1$ and $t = 0$. The block is diagonal with eigenvalues $0$ and $-1$, so the lowest singlet is an ionic pair at $-1$ and the gap is $1$. The upper bound would be $4t^2/U = 0$. Requiring only $U \neq 0$ is therefore not enough.

## The exchange constant from given $t$ and $U$

The spin Hamiltonian $J\,\mathbf S_1\cdot\mathbf S_2$ for two spins $\tfrac12$ has its singlet at $-3J/4$ and its triplet at $J/4$, so $J$ is the gap. Suppose that a calculation for a dimer has supplied the effective parameters $t = 0.25$ eV and $U = 4$ eV. Then $4t^2/U = 62.5$ meV and $16t^4/U^3 \approx 0.98$ meV, which puts $J$ between about $61.5$ and $62.5$ meV. The sixth-order term is about $0.03$ meV and narrows the interval to $61.52$–$61.56$ meV. Relative to $4t^2/U$, the error of the second-order value is at most $4t^2/U^2$, so it stays within one per cent when $U \ge 20|t|$. These figures bound the error of the second-order value of $J$ within the Hubbard dimer. They do not cover the error of $t$ and $U$ themselves, or contributions that the model leaves out, such as direct exchange.

## The dimer and its singlet plane in Lean

```lean
import Mathlib

open Matrix

namespace HubbardDimerSuperexchange

noncomputable section
```

The Hamiltonian is a real $4\times4$ matrix, with the basis states numbered 0 to 3 in the order used above.

```lean
/-- The Hubbard dimer with two electrons and `S_z = 0`, in the basis
`|↑,↓⟩, |↓,↑⟩, |↑↓,0⟩, |0,↑↓⟩`, with hopping `t` and on-site repulsion `U`. -/
def hubbard (U t : ℝ) : Matrix (Fin 4) (Fin 4) ℝ :=
  !![0, 0, -t, -t; 0, 0, t, t; -t, t, U, 0; -t, t, 0, U]
```

This matrix is the starting point and is not derived from creation and annihilation operators. Its hopping signs fix an ordering convention for the fermions. The model has equal site energies and leaves out direct exchange and repulsion between the sites; a bridging ligand can enter only through the values of $t$ and $U$.

```lean
/-- The unnormalised triplet state `|↑,↓⟩ + |↓,↑⟩`. -/
def triplet : Fin 4 → ℝ := ![1, 1, 0, 0]

/-- The singlet state with covalent amplitude `v 0` and ionic amplitude `v 1`,
up to a common normalisation factor. -/
def singlet (v : Fin 2 → ℝ) : Fin 4 → ℝ := ![v 0, -v 0, v 1, v 1]
```

Both states are unnormalised. Dividing `triplet` by $\sqrt2$ gives the normalised triplet. The function `singlet` takes a covalent amplitude $v_0$ and an ionic amplitude $v_1$; its value divided by $\sqrt2$ is the combination of the two normalised singlets with these amplitudes. Total spin is not defined in the file, so "singlet" and "triplet" are names for these explicit vectors.

```lean
/-- The two-by-two singlet block, coupling the covalent to the ionic singlet. -/
def singletBlock (U t : ℝ) : Matrix (Fin 2) (Fin 2) ℝ :=
  !![0, -2 * t; -2 * t, U]

/-- The energy levels of a two-state Hamiltonian: its real eigenvalues. -/
def levels (A : Matrix (Fin 2) (Fin 2) ℝ) : Set ℝ :=
  {e | ∃ v : Fin 2 → ℝ, v ≠ 0 ∧ A *ᵥ v = e • v}
```

An energy level is a real number $e$ for which some nonzero real vector $v$ satisfies $Av = ev$. Restricting to real amplitudes loses nothing for a real symmetric matrix such as the block.

```lean
/-- The closed formula `(U - √(U² + 16 t²)) / 2`. -/
def singletEnergy (U t : ℝ) : ℝ := (U - √(U ^ 2 + 16 * t ^ 2)) / 2
```

This is the closed formula for $E$. At this stage it is only an expression, and its connection with the spectrum is proved below.

```lean
/-- The Hubbard Hamiltonian maps singlets to singlets, and acts on their covalent and
ionic amplitudes as the two-by-two singlet block. -/
theorem hubbard_singlet (U t : ℝ) (v : Fin 2 → ℝ) :
    hubbard U t *ᵥ singlet v = singlet (singletBlock U t *ᵥ v) := by
  ext i
  fin_cases i <;>
    simp [hubbard, singlet, singletBlock, Matrix.mulVec, dotProduct,
      Fin.sum_univ_four, Fin.sum_univ_two] <;> ring
```

The theorem says that applying the Hamiltonian to a singlet gives a singlet whose amplitudes are those produced by the $2\times2$ block. Thus the plane is invariant and the block is obtained from the full matrix. The proof compares the four components one at a time, and `ring` settles the remaining algebra.

```lean
/-- The Hubbard Hamiltonian annihilates the triplet state. -/
theorem hubbard_triplet (U t : ℝ) : hubbard U t *ᵥ triplet = 0 := by
  ext i
  fin_cases i <;>
    simp [hubbard, triplet, Matrix.mulVec, dotProduct, Fin.sum_univ_four]
```

The cancellation of the two hopping contributions is checked in the same way. Only the $S_z = 0$ member of the triplet appears. In the other two members the spins are parallel, and the Pauli principle blocks the hopping.

## The closed formula as the lowest level

```lean
/-- The closed formula solves the secular equation `E² - U E = 4 t²` and is never positive. -/
theorem singletEnergy_secular (U t : ℝ) :
    singletEnergy U t ^ 2 - U * singletEnergy U t = 4 * t ^ 2 ∧ singletEnergy U t ≤ 0 := by
  have hs : √(U ^ 2 + 16 * t ^ 2) ^ 2 = U ^ 2 + 16 * t ^ 2 :=
    Real.sq_sqrt (by positivity)
  have hle : U ≤ √(U ^ 2 + 16 * t ^ 2) :=
    Real.le_sqrt_of_sq_le (by nlinarith [sq_nonneg t])
  unfold singletEnergy
  constructor
  · linear_combination hs / 4
  · linarith
```

Here `hs` is the defining property of the square root and `hle` says that the root is at least $U$. The first gives the quadratic equation, the second gives $E \le 0$. Neither part needs $U > 0$.

```lean
/-- For `U > 0` the closed formula gives the lowest energy level of the singlet block. -/
theorem singletEnergy_isLeast {U : ℝ} (hU : 0 < U) (t : ℝ) :
    IsLeast (levels (singletBlock U t)) (singletEnergy U t) := by
  obtain ⟨q, hE⟩ := singletEnergy_secular U t
  constructor
  · -- an explicit eigenvector, with covalent amplitude U - E and ionic amplitude 2t
    refine ⟨![U - singletEnergy U t, 2 * t], ?_, ?_⟩
    · intro h
      have h0 : U - singletEnergy U t = 0 := by simpa using congrFun h 0
      linarith
    · ext i
      fin_cases i
      · simp [singletBlock, Matrix.mulVec, dotProduct, Fin.sum_univ_two]
        linear_combination q
      · simp [singletBlock, Matrix.mulVec, dotProduct, Fin.sum_univ_two]
        ring
  · rintro e ⟨v, hv, he⟩
    have h0 : -2 * t * v 1 = e * v 0 := by
      simpa [singletBlock, Matrix.mulVec, dotProduct, Fin.sum_univ_two] using congrFun he 0
    have h1 : -2 * t * v 0 + U * v 1 = e * v 1 := by
      simpa [singletBlock, Matrix.mulVec, dotProduct, Fin.sum_univ_two] using congrFun he 1
    -- every level solves the secular equation
    have sec : e ^ 2 - U * e - 4 * t ^ 2 = 0 := by
      by_contra hne
      have a0 : (e ^ 2 - U * e - 4 * t ^ 2) * v 0 = 0 := by
        linear_combination (U - e) * h0 + 2 * t * h1
      have a1 : (e ^ 2 - U * e - 4 * t ^ 2) * v 1 = 0 := by
        linear_combination 2 * t * h0 - e * h1
      apply hv
      ext i
      fin_cases i
      · exact (mul_eq_zero.mp a0).resolve_left hne
      · exact (mul_eq_zero.mp a1).resolve_left hne
    -- a level below E would make the secular polynomial positive
    by_contra hlt
    have hlt' : e < singletEnergy U t := lt_of_not_ge hlt
    have hp : 0 < (singletEnergy U t - e) * (U - singletEnergy U t - e) :=
      mul_pos (by linarith) (by linarith)
    nlinarith
```

`IsLeast` combines two statements: $E$ belongs to the set of levels, and no level is smaller. The first part supplies the eigenvector $(U-E,\ 2t)$ and verifies its two rows as in the derivation by hand.

For the second part, `h0` and `h1` are the two rows of the eigenvalue equation for an arbitrary level $e$. In place of a determinant, the proof combines these rows so that $e^2 - Ue - 4t^2$ multiplies $v_0$ in `a0` and $v_1$ in `a1`. If this factor were nonzero, both amplitudes would vanish, which contradicts $v \neq 0$. Hence $e$ solves the quadratic equation. If now $e < E$, then both factors of

$$(E-e)(U-E-e) = e^2 - Ue - (E^2 - UE)$$

would be positive, whereas the right-hand side is $4t^2 - 4t^2 = 0$. The closing `nlinarith` finds this contradiction.

## The inequalities in Lean

```lean
/-- For `U > 0` the singlet energy lies between the second-order superexchange value
`-4t²/U` and that value corrected by `16t⁴/U³`. -/
theorem singletEnergy_bounds {U : ℝ} (hU : 0 < U) (t : ℝ) :
    -(4 * t ^ 2 / U) ≤ singletEnergy U t ∧
      singletEnergy U t ≤ -(4 * t ^ 2 / U) + 16 * t ^ 4 / U ^ 3 := by
  obtain ⟨q, hE⟩ := singletEnergy_secular U t
  generalize singletEnergy U t = E at q hE ⊢
  have t2 : t ^ 2 = E * (E - U) / 4 := by linear_combination -q / 4
  have t4 : t ^ 4 = (E * (E - U) / 4) ^ 2 := by rw [← t2]; ring
  -- eliminate the hopping in favour of the energy
  have lower : E + 4 * t ^ 2 / U = E ^ 2 / U := by
    rw [t2]; field_simp; ring
  have upper : -(4 * t ^ 2 / U) + 16 * t ^ 4 / U ^ 3 - E
      = (-E) ^ 3 * (2 * U - E) / U ^ 3 := by
    rw [t2, t4]; field_simp; ring
  have p1 : 0 ≤ E ^ 2 / U := by positivity
  have p2 : 0 ≤ (-E) ^ 3 * (2 * U - E) / U ^ 3 :=
    div_nonneg (mul_nonneg (pow_nonneg (by linarith) 3) (by linarith)) (by positivity)
  constructor <;> linarith
```

The `generalize` step replaces the square-root formula by a letter `E`, of which only the quadratic equation `q` and the sign `hE` are kept. The equations `t2` and `t4` express the powers of $t$ through $E$. The identities `lower` and `upper` are the two displayed in the elimination above, and `p1` and `p2` state that their right-hand sides are nonnegative.

```lean
/-- Superexchange gap: for `U > 0`, the triplet energy of the Hubbard dimer minus the lowest level
of the singlet block is at most `4t²/U` and at least `4t²/U - 16t⁴/U³`. -/
theorem superexchange_gap {U t eS eT : ℝ} (hU : 0 < U)
    (hS : IsLeast (levels (singletBlock U t)) eS)
    (hT : hubbard U t *ᵥ triplet = eT • triplet) :
    4 * t ^ 2 / U - 16 * t ^ 4 / U ^ 3 ≤ eT - eS ∧ eT - eS ≤ 4 * t ^ 2 / U := by
  have hS' : eS = singletEnergy U t := hS.unique (singletEnergy_isLeast hU t)
  rw [hubbard_triplet] at hT
  have hT' : 0 = eT := by simpa [triplet] using congrFun hT 0
  obtain ⟨h1, h2⟩ := singletEnergy_bounds hU t
  rw [hS', ← hT']
  constructor <;> linarith
```

This is the statement about the gap. The number `eS` is any real that is the least level of the singlet block, and `eT` is any real for which the triplet satisfies the eigenvalue equation of the full Hamiltonian. The square-root formula does not occur in the statement. In the proof, a set has at most one least element, so `eS` equals `singletEnergy U t`. Component 0 of the triplet equation gives `eT` $= 0$. The bounds on $E$ then become bounds on the difference, with their order reversed by the minus sign.

The hypothesis `hS` refers to the block and not to all four states. For the dimer's lowest singlet one also uses the observation made earlier that the odd ionic state lies at $U > 0$.

```lean
/-- For `U > 0` the singlet energy falls below `-4t²/U + 16t⁴/U³` by at most `128t⁶/U⁵`. -/
theorem singletEnergy_sixth_order {U : ℝ} (hU : 0 < U) (t : ℝ) :
    -(4 * t ^ 2 / U) + 16 * t ^ 4 / U ^ 3 - 128 * t ^ 6 / U ^ 5 ≤ singletEnergy U t := by
  obtain ⟨q, hE⟩ := singletEnergy_secular U t
  generalize singletEnergy U t = E at q hE ⊢
  have t2 : t ^ 2 = E * (E - U) / 4 := by linear_combination -q / 4
  have t4 : t ^ 4 = (E * (E - U) / 4) ^ 2 := by rw [← t2]; ring
  have t6 : t ^ 6 = (E * (E - U) / 4) ^ 3 := by rw [← t2]; ring
  -- the remainder is manifestly nonnegative once written through the energy
  have rem : E - (-(4 * t ^ 2 / U) + 16 * t ^ 4 / U ^ 3 - 128 * t ^ 6 / U ^ 5)
      = E ^ 4 * (2 * E ^ 2 + 6 * (-E) * U + 5 * U ^ 2) / U ^ 5 := by
    rw [t2, t4, t6]; field_simp; ring
  have hEU : 0 ≤ (-E) * U := mul_nonneg (by linarith) hU.le
  have p : 0 ≤ E ^ 4 * (2 * E ^ 2 + 6 * (-E) * U + 5 * U ^ 2) / U ^ 5 :=
    div_nonneg (mul_nonneg (by positivity) (by nlinarith [sq_nonneg E, sq_nonneg U]))
      (by positivity)
  linarith

end

end HubbardDimerSuperexchange
```

The proof repeats the elimination with one further power, `t6`. The identity `rem` is the sixth-order formula derived by hand, with $-6EU$ written as $6(-E)U$ so that each term in the bracket is visibly nonnegative.

```lean
#print axioms HubbardDimerSuperexchange.hubbard_singlet
#print axioms HubbardDimerSuperexchange.superexchange_gap
#print axioms HubbardDimerSuperexchange.singletEnergy_sixth_order
```

```
'HubbardDimerSuperexchange.hubbard_singlet' depends on axioms: [propext, Classical.choice, Quot.sound]
'HubbardDimerSuperexchange.superexchange_gap' depends on axioms: [propext, Classical.choice, Quot.sound]
'HubbardDimerSuperexchange.singletEnergy_sixth_order' depends on axioms: [propext, Classical.choice, Quot.sound]
```
